# Multipole expansion of the inverse distance, with a truncation bound valid at every angle

A multipole expansion cut at some order \(p\) without an error bound leaves a Coulomb energy with an error of unknown size. The danger is greatest when the two charges lie at nearly equal distances from the expansion centre, since many orders may then matter. If the radii are entered in the wrong order, the terms grow in the forward direction and the series diverges.

Let two points lie at distances \(a\) and \(b\) from the centre, with \(0\le a<b\), in directions that enclose the angle \(\theta\). In atomic units their inverse distance is the interaction energy of two unit point charges. It has the expansion
\[
\frac{1}{\sqrt{a^2+b^2-2ab\cos\theta}}=\sum_{l=0}^{\infty}\frac{a^l}{b^{l+1}}P_l(\cos\theta),
\]
and stopping after \(l=p\) costs at most \((a/b)^{p+1}/(b-a)\).

```lean
import Mathlib

open Finset

namespace MultipoleExpansion

noncomputable section
```

## Legendre functions as sums of cosines

The building blocks are the numbers \(c_k=\binom{2k}{k}/4^k\), which begin \(1,\tfrac12,\tfrac38\).

```lean
/-- The coefficient `c_k = binom(2k,k) / 4^k`. -/
def coeff (k : ℕ) : ℝ := (Nat.centralBinom k : ℝ) / 4 ^ k
```

From them we define
\[
P_l(\cos\theta)=\sum_{k=0}^{l}c_k\,c_{l-k}\cos\big((l-2k)\theta\big).
\]
In Lean this is `legendreCos l θ`; its argument is the angle, whereas a textbook \(P_l\) takes the cosine. The set `range (l + 1)` holds \(k=0,\dots,l\).

```lean
/-- The Legendre function `P_l(cos θ)`, written as a sum of cosines of multiples of `θ`. -/
def legendreCos (l : ℕ) (θ : ℝ) : ℝ :=
  ∑ k ∈ range (l + 1), coeff k * coeff (l - k) * Real.cos (((l : ℝ) - 2 * k) * θ)
```

## The coefficients convolve to one

Each \(c_k\) is a quotient of non-negative numbers by positive ones.

```lean
lemma coeff_nonneg (k : ℕ) : 0 ≤ coeff k := by
  unfold coeff
  positivity
```

The identity \((k+1)\binom{2k+2}{k+1}=2(2k+1)\binom{2k}{k}\), multiplied by \(2/4^{k+1}\), gives
\[
2(k+1)c_{k+1}=(2k+1)c_k .
\]

```lean
lemma coeff_succ (k : ℕ) :
    2 * ((k : ℝ) + 1) * coeff (k + 1) = (2 * k + 1) * coeff k := by
  have h : ((k : ℝ) + 1) * (Nat.centralBinom (k + 1) : ℝ)
      = 2 * (2 * k + 1) * (Nat.centralBinom k : ℝ) := by
    exact_mod_cast Nat.succ_mul_centralBinom_succ k
  unfold coeff
  linear_combination (2 / (4 : ℝ) ^ (k + 1)) * h
```

Put \(S_n=\sum_{i+j=n}c_ic_j\) and \(T_n=\sum_{i+j=n}i\,c_ic_j\). Exchanging \(i\) and \(j\) gives \(2T_n=nS_n\), which is `sym`. In \(T_{n+1}\) the term \(i=0\) vanishes, so the recurrence yields
\[
T_{n+1}=\sum_{i+j=n}(i+1)c_{i+1}c_j=\sum_{i+j=n}\big(i+\tfrac12\big)c_ic_j=T_n+\tfrac12S_n ,
\]
which is `shift`. Hence \((n+1)S_{n+1}=2T_n+S_n=(n+1)S_n\). Cancelling \(n+1\) and starting from \(S_0=1\), induction gives \(S_n=1\) for all \(n\). The pairs with \(i+j=n\) form `antidiagonal n`.

```lean
/-- The products `c_i c_j` with `i + j = n` add up to one. -/
theorem coeff_convolution (n : ℕ) :
    ∑ p ∈ antidiagonal n, coeff p.1 * coeff p.2 = 1 := by
  induction n with
  | zero => simp [coeff]
  | succ n ih =>
    -- exchanging the two indices turns the weight `i` into `(i + j) / 2`
    have sym : ∀ m : ℕ, 2 * ∑ p ∈ antidiagonal m, (p.1 : ℝ) * (coeff p.1 * coeff p.2)
        = m * ∑ p ∈ antidiagonal m, coeff p.1 * coeff p.2 := by
      intro m
      have h : ∑ p ∈ antidiagonal m, (p.2 : ℝ) * (coeff p.2 * coeff p.1)
          = ∑ p ∈ antidiagonal m, (p.1 : ℝ) * (coeff p.1 * coeff p.2) :=
        Finset.Nat.sum_antidiagonal_swap (n := m)
          (f := fun p : ℕ × ℕ => (p.1 : ℝ) * (coeff p.1 * coeff p.2))
      have key : ∑ p ∈ antidiagonal m, (p.2 : ℝ) * (coeff p.2 * coeff p.1)
          + ∑ p ∈ antidiagonal m, (p.1 : ℝ) * (coeff p.1 * coeff p.2)
          = m * ∑ p ∈ antidiagonal m, coeff p.1 * coeff p.2 := by
        rw [← sum_add_distrib, mul_sum]
        refine sum_congr rfl fun p hp => ?_
        have hm : (p.1 : ℝ) + p.2 = m := by exact_mod_cast mem_antidiagonal.mp hp
        rw [← hm]
        ring
      linarith
    -- the recurrence for the coefficients lowers `n + 1` to `n`
    have shift : ∑ p ∈ antidiagonal (n + 1), (p.1 : ℝ) * (coeff p.1 * coeff p.2)
        = ∑ p ∈ antidiagonal n, (p.1 : ℝ) * (coeff p.1 * coeff p.2)
          + 1 / 2 * ∑ p ∈ antidiagonal n, coeff p.1 * coeff p.2 := by
      rw [Finset.Nat.sum_antidiagonal_succ, mul_sum, ← sum_add_distrib]
      simp only [Nat.cast_zero, zero_mul, zero_add]
      refine sum_congr rfl fun p _ => ?_
      push_cast
      linear_combination (coeff p.2 / 2) * coeff_succ p.1
    have h1 := sym (n + 1)
    have h2 := sym n
    rw [shift, ih] at h1
    rw [ih] at h2
    push_cast at h1
    have hn : (n : ℝ) + 1 ≠ 0 := by positivity
    apply mul_left_cancel₀ hn
    linarith
```

Since \(c_kc_0=c_k\) is one of the non-negative terms of \(S_k=1\), we have \(c_k\le1\).

```lean
lemma coeff_le_one (k : ℕ) : coeff k ≤ 1 := by
  have h : coeff k * coeff 0 ≤ ∑ p ∈ antidiagonal k, coeff p.1 * coeff p.2 :=
    Finset.single_le_sum (f := fun p : ℕ × ℕ => coeff p.1 * coeff p.2)
      (fun p _ => mul_nonneg (coeff_nonneg p.1) (coeff_nonneg p.2))
      (mem_antidiagonal.mpr (add_zero k) : (k, 0) ∈ antidiagonal k)
  have h0 : coeff 0 = 1 := by simp [coeff]
  rwa [coeff_convolution, h0, mul_one] at h
```

At \(\theta=0\) all cosines equal one, so \(P_l(1)=S_l=1\).

```lean
/-- In the forward direction `θ = 0` every Legendre function equals one. -/
theorem legendreCos_zero (l : ℕ) : legendreCos l 0 = 1 := by
  have h := (Finset.Nat.sum_antidiagonal_eq_sum_range_succ
    (fun i j => coeff i * coeff j) l).symm.trans (coeff_convolution l)
  simpa only [legendreCos, mul_zero, Real.cos_zero, mul_one] using h
```

At any other angle the triangle inequality and \(|\cos|\le1\) give
\[
|P_l(\cos\theta)|\le\sum_{k=0}^{l}c_kc_{l-k}=1 .
\]

```lean
/-- At every real angle `P_l(cos θ)` is at most one in absolute value. -/
theorem abs_legendreCos_le_one (l : ℕ) (θ : ℝ) : |legendreCos l θ| ≤ 1 := by
  rw [← legendreCos_zero l]
  refine (Finset.abs_sum_le_sum_abs _ _).trans (sum_le_sum fun k _ => ?_)
  have hc := mul_nonneg (coeff_nonneg k) (coeff_nonneg (l - k))
  rw [abs_mul, abs_of_nonneg hc, mul_zero, Real.cos_zero]
  exact mul_le_mul_of_nonneg_left (Real.abs_cos_le_one _) hc
```

The dipole and quadrupole functions come out in their familiar form:
\[
P_1=\tfrac12\cos\theta+\tfrac12\cos(-\theta)=\cos\theta,\qquad
P_2=\tfrac34\cos2\theta+\tfrac14=\tfrac12(3\cos^2\theta-1).
\]

```lean
/-- The dipole and quadrupole functions are `cos θ` and `(3 cos² θ - 1) / 2`. -/
theorem legendreCos_one_two (θ : ℝ) : legendreCos 1 θ = Real.cos θ ∧
    legendreCos 2 θ = (3 * Real.cos θ ^ 2 - 1) / 2 := by
  have c0 : coeff 0 = 1 := by simp [coeff]
  have c1 : coeff 1 = 1 / 2 := by norm_num [coeff, Nat.centralBinom, Nat.choose]
  have c2 : coeff 2 = 3 / 8 := by norm_num [coeff, Nat.centralBinom, Nat.choose]
  constructor
  · norm_num [legendreCos, sum_range_succ, c0, c1]
    ring
  · norm_num [legendreCos, sum_range_succ, c0, c1, c2, Real.cos_two_mul]
    ring
```

## A square root of the geometric series

For complex \(z\) with \(|z|<1\), set \(f(z)=\sum_k c_kz^k\). Because \(|c_kz^k|\le|z|^k\), comparison with the geometric series gives absolute convergence.

```lean
lemma summable_coeff {z : ℂ} (hz : ‖z‖ < 1) :
    Summable fun k => ‖(coeff k : ℂ) * z ^ k‖ := by
  refine Summable.of_nonneg_of_le (fun _ => norm_nonneg _) (fun k => ?_)
    (summable_geometric_of_lt_one (norm_nonneg z) hz)
  rw [norm_mul, norm_pow, Complex.norm_real, Real.norm_of_nonneg (coeff_nonneg k)]
  exact mul_le_of_le_one_left (by positivity) (coeff_le_one k)
```

The series may therefore be multiplied term by term:
\[
f(z)^2=\sum_n\Big(\sum_{i+j=n}c_ic_j\Big)z^n=\sum_nz^n=\frac1{1-z}.
\]
In the proof, `hterm` evaluates the inner sum, and the geometric series does the rest.

```lean
/-- Inside the unit disc the series `∑ c_k z^k` is a square root of `1 / (1 - z)`. -/
theorem tsum_coeff_sq {z : ℂ} (hz : ‖z‖ < 1) :
    (∑' k, (coeff k : ℂ) * z ^ k) ^ 2 * (1 - z) = 1 := by
  have hs := summable_coeff hz
  have hterm : ∀ n, ∑ p ∈ antidiagonal n,
      ((coeff p.1 : ℂ) * z ^ p.1) * ((coeff p.2 : ℂ) * z ^ p.2) = z ^ n := by
    intro n
    have h1 : ∑ p ∈ antidiagonal n, (coeff p.1 : ℂ) * (coeff p.2 : ℂ) = 1 := by
      exact_mod_cast coeff_convolution n
    calc _ = ∑ p ∈ antidiagonal n, (coeff p.1 : ℂ) * (coeff p.2 : ℂ) * z ^ n :=
          sum_congr rfl fun p hp => by
            rw [← mem_antidiagonal.mp hp, pow_add]
            ring
      _ = z ^ n := by rw [← sum_mul, h1, one_mul]
  have hne : 1 - z ≠ 0 := by
    intro h
    have h1 : z = 1 := (sub_eq_zero.mp h).symm
    simp [h1] at hz
  rw [sq, tsum_mul_tsum_eq_tsum_sum_antidiagonal_of_summable_norm hs hs,
    tsum_congr hterm, tsum_geometric_of_norm_lt_one hz, inv_mul_cancel₀ hne]
```

## The generating function

Let \(z=te^{i\theta}\) with real \(t\). Lean writes it as the pair of its real and imaginary parts. Induction with the addition formulas gives \(z^k=t^k(\cos k\theta+i\sin k\theta)\).

```lean
lemma polar_pow (t θ : ℝ) (k : ℕ) : (⟨t * Real.cos θ, t * Real.sin θ⟩ : ℂ) ^ k
    = ⟨t ^ k * Real.cos (k * θ), t ^ k * Real.sin (k * θ)⟩ := by
  induction k with
  | zero => apply Complex.ext <;> simp
  | succ k ih =>
    have e : ((k + 1 : ℕ) : ℝ) * θ = k * θ + θ := by
      push_cast
      ring
    rw [pow_succ, ih, e, Real.cos_add, Real.sin_add]
    apply Complex.ext <;> simp only [Complex.mul_re, Complex.mul_im] <;> ring
```

For \(|t|<1\), multiply \(f(z)\) by its complex conjugate:
\[
\overline{f(z)}\,f(z)=\sum_l\sum_{k=0}^{l}c_kc_{l-k}\,\bar z^{\,k}z^{l-k}
=\sum_l t^l\sum_{k=0}^{l}c_kc_{l-k}\,e^{i(l-2k)\theta}.
\]
The real part of the right side is \(\sum_l t^lP_l(\cos\theta)\). The left side is \(|f(z)|^2\), which equals \(1/|1-z|\) by the previous step, and \(|1-z|^2=1-2t\cos\theta+t^2\). Therefore
\[
\sum_{l=0}^{\infty}t^lP_l(\cos\theta)=\frac1{\sqrt{1-2t\cos\theta+t^2}} .
\]
`HasSum` says that the series converges and that this is its sum. After `convert`, the first goal matches the terms and the second matches the value.

```lean
/-- Generating function of the Legendre functions, for `|t| < 1`. -/
theorem generating_function {t : ℝ} (ht : |t| < 1) (θ : ℝ) :
    HasSum (fun l => t ^ l * legendreCos l θ)
      (1 / √(1 - 2 * t * Real.cos θ + t ^ 2)) := by
  obtain ⟨z, hz⟩ : ∃ z : ℂ, z = ⟨t * Real.cos θ, t * Real.sin θ⟩ := ⟨_, rfl⟩
  have hpow : ∀ k : ℕ, z ^ k = ⟨t ^ k * Real.cos (k * θ), t ^ k * Real.sin (k * θ)⟩ := by
    intro k
    rw [hz, polar_pow]
  have hnorm : ‖z‖ ^ 2 = t ^ 2 := by
    rw [Complex.sq_norm, hz, Complex.normSq_mk]
    linear_combination t ^ 2 * Real.sin_sq_add_cos_sq θ
  have hz1 : ‖z‖ < 1 := by
    obtain ⟨h1, h2⟩ := abs_lt.mp ht
    have h3 : t ^ 2 < 1 := by nlinarith
    nlinarith [norm_nonneg z]
  have hD : 1 - 2 * t * Real.cos θ + t ^ 2 = ‖1 - z‖ ^ 2 := by
    rw [Complex.sq_norm, hz, Complex.normSq_apply]
    simp only [Complex.sub_re, Complex.sub_im, Complex.one_re, Complex.one_im]
    linear_combination -(t ^ 2) * Real.sin_sq_add_cos_sq θ
  -- Cauchy product of the series with its complex conjugate
  have hs := summable_coeff hz1
  have hs' : Summable fun k => ‖star ((coeff k : ℂ) * z ^ k)‖ := by
    simpa only [norm_star] using hs
  have hstar : ∑' k, star ((coeff k : ℂ) * z ^ k) = star (∑' k, (coeff k : ℂ) * z ^ k) :=
    hs.of_norm.hasSum.star.tsum_eq
  have hprod := (summable_norm_sum_mul_antidiagonal_of_summable_norm hs' hs).of_norm.hasSum
  rw [← tsum_mul_tsum_eq_tsum_sum_antidiagonal_of_summable_norm hs' hs, hstar] at hprod
  convert Complex.reCLM.hasSum hprod using 1
  · funext l
    rw [Complex.reCLM_apply, Finset.Nat.sum_antidiagonal_eq_sum_range_succ
      (fun i j => star ((coeff i : ℂ) * z ^ i) * ((coeff j : ℂ) * z ^ j)),
      Complex.re_sum, legendreCos, mul_sum]
    refine sum_congr rfl fun k hk => ?_
    have hkl : k ≤ l := by
      have := mem_range.mp hk
      omega
    obtain ⟨m, rfl⟩ := Nat.exists_eq_add_of_le hkl
    have e : (((k + m : ℕ) : ℝ) - 2 * k) * θ = m * θ - k * θ := by
      push_cast
      ring
    simp only [Nat.add_sub_cancel_left, hpow, e, Real.cos_sub, Complex.star_def,
      Complex.mul_re, Complex.mul_im, Complex.conj_re, Complex.conj_im,
      Complex.ofReal_re, Complex.ofReal_im]
    ring
  · -- the product is `|f|²`, and `f² (1 - z) = 1`
    have hre : ∀ w : ℂ, (star w * w).re = ‖w‖ ^ 2 := by
      intro w
      rw [Complex.sq_norm, Complex.normSq_apply]
      simp [Complex.mul_re]
    have h := congrArg norm (tsum_coeff_sq hz1)
    rw [norm_mul, norm_pow, norm_one] at h
    have hne : ‖1 - z‖ ≠ 0 := by
      intro h0
      rw [h0, mul_zero] at h
      exact zero_ne_one h
    rw [Complex.reCLM_apply, hre, hD, Real.sqrt_sq (norm_nonneg _)]
    exact (eq_div_of_mul_eq hne h).symm
```

## Two radii

With \(t=a/b\), the squared distance is \(b^2(1-2t\cos\theta+t^2)\), and \(t^l/b=a^l/b^{l+1}\). Multiplying the generating function by \(1/b\) gives the multipole series. The hypotheses `ha` and `hab` say \(0\le a\) and \(a<b\); together they ensure \(b>0\) and \(0\le t<1\).

```lean
/-- Multipole expansion of the inverse distance between two points at radii `0 ≤ a < b`
whose directions enclose the angle `θ`. -/
theorem multipole_expansion {a b : ℝ} (ha : 0 ≤ a) (hab : a < b) (θ : ℝ) :
    HasSum (fun l => a ^ l * legendreCos l θ / b ^ (l + 1))
      (1 / √(a ^ 2 + b ^ 2 - 2 * a * b * Real.cos θ)) := by
  have hb : 0 < b := ha.trans_lt hab
  obtain ⟨t, rfl⟩ : ∃ t, a = t * b := ⟨a / b, by field_simp⟩
  have ht0 : 0 ≤ t := by
    by_contra h
    nlinarith
  have ht1 : t < 1 := by
    by_contra h
    nlinarith
  have h := (generating_function (abs_lt.mpr ⟨by linarith, ht1⟩) θ).mul_left (1 / b)
  have hterm : (fun l => (t * b) ^ l * legendreCos l θ / b ^ (l + 1))
      = fun l => 1 / b * (t ^ l * legendreCos l θ) := by
    funext l
    rw [mul_pow, pow_succ]
    field_simp
  have hvalue : 1 / √((t * b) ^ 2 + b ^ 2 - 2 * (t * b) * b * Real.cos θ)
      = 1 / b * (1 / √(1 - 2 * t * Real.cos θ + t ^ 2)) := by
    have e : (t * b) ^ 2 + b ^ 2 - 2 * (t * b) * b * Real.cos θ
        = b ^ 2 * (1 - 2 * t * Real.cos θ + t ^ 2) := by ring
    rw [e, Real.sqrt_mul (sq_nonneg b), Real.sqrt_sq hb.le]
    ring
  rw [hterm, hvalue]
  exact h
```

## The error of truncation

At \(\theta=0\) the distance is \(b-a\), and the error after \(n\) terms is \((a/b)^n/(b-a)\). This holds for \(n=0\), and subtracting the next term preserves it:
\[
\frac{(a/b)^n}{b-a}-\frac{a^n}{b^{n+1}}=\Big(\frac ab\Big)^n\frac{a}{b(b-a)}=\frac{(a/b)^{n+1}}{b-a}.
\]
Keeping \(l=0,\dots,p\) means \(n=p+1\).

```lean
/-- For `θ = 0` and `0 ≤ a < b` the error after `l = p` is exactly
`(a/b)^(p+1) / (b - a)`. -/
theorem collinear_remainder {a b : ℝ} (ha : 0 ≤ a) (hab : a < b) (p : ℕ) :
    1 / √(a ^ 2 + b ^ 2 - 2 * a * b * Real.cos 0)
      - ∑ l ∈ range (p + 1), a ^ l * legendreCos l 0 / b ^ (l + 1)
      = (a / b) ^ (p + 1) / (b - a) := by
  have hb : b ≠ 0 := (ha.trans_lt hab).ne'
  have hne : b - a ≠ 0 := (sub_pos.mpr hab).ne'
  have e : a ^ 2 + b ^ 2 - 2 * a * b * Real.cos 0 = (b - a) ^ 2 := by
    rw [Real.cos_zero]
    ring
  rw [e, Real.sqrt_sq (sub_pos.mpr hab).le]
  simp only [legendreCos_zero, mul_one]
  -- finite geometric sum
  induction p + 1 with
  | zero => simp
  | succ n ih =>
    rw [sum_range_succ, ← sub_sub, ih, div_pow, div_pow]
    field_simp
    ring
```

At a general angle \(|P_l|\le1\), so each term is dominated by its value at \(\theta=0\):
\[
\Big|\sum_{l>p}\frac{a^l}{b^{l+1}}P_l(\cos\theta)\Big|\le\sum_{l>p}\frac{a^l}{b^{l+1}}=\frac{(a/b)^{p+1}}{b-a}.
\]
The bound is attained at \(\theta=0\), where both points lie on the same side of the centre. In Lean, `hasSum_nat_add_iff'` removes the first \(p+1\) terms from both series, and `hasSum_le`, used twice, compares the tails from below and from above.

```lean
/-- For `0 ≤ a < b`, cutting the multipole expansion after `l = p` changes the inverse
distance by at most `(a/b)^(p+1) / (b - a)`, at every angle. -/
theorem truncation_error {a b : ℝ} (ha : 0 ≤ a) (hab : a < b) (θ : ℝ) (p : ℕ) :
    |1 / √(a ^ 2 + b ^ 2 - 2 * a * b * Real.cos θ)
      - ∑ l ∈ range (p + 1), a ^ l * legendreCos l θ / b ^ (l + 1)|
      ≤ (a / b) ^ (p + 1) / (b - a) := by
  have hb : 0 < b := ha.trans_lt hab
  -- each term is dominated by the corresponding term at `θ = 0`
  have hterm : ∀ l, |a ^ l * legendreCos l θ / b ^ (l + 1)|
      ≤ a ^ l * legendreCos l 0 / b ^ (l + 1) := by
    intro l
    have h := abs_legendreCos_le_one l θ
    rw [legendreCos_zero, abs_div, abs_mul, abs_of_nonneg (pow_nonneg ha l),
      abs_of_pos (pow_pos hb (l + 1))]
    gcongr
  have hθ := (hasSum_nat_add_iff' (p + 1)).mpr (multipole_expansion ha hab θ)
  have h0 := (hasSum_nat_add_iff' (p + 1)).mpr (multipole_expansion ha hab 0)
  rw [← collinear_remainder ha hab p]
  exact abs_le.mpr
    ⟨hasSum_le (fun l => (abs_le.mp (hterm (l + (p + 1)))).1) h0.neg hθ,
      hasSum_le (fun l => (abs_le.mp (hterm (l + (p + 1)))).2) hθ h0⟩
```

The smallest inner radius, \(a=0\), puts one charge at the centre. Only the term \(l=0\) survives, with value \(1/b\), and the bound is zero for every \(p\): the monopole alone is exact.

## Position vectors

For vectors \(x,y\) with \(\|x\|<\|y\|\), take \(a=\|x\|\), \(b=\|y\|\) and \(\theta\) the angle between them. The law of cosines turns the square root into \(\|x-y\|\):
\[
\frac1{\|x-y\|}=\sum_{l=0}^{\infty}\frac{\|x\|^l}{\|y\|^{l+1}}P_l(\cos\theta).
\]
The type `E` may be any real inner product space; \(1/\|x-y\|\) is the Coulomb kernel in the three-dimensional case. At \(x=0\) Mathlib assigns the angle \(\pi/2\), which has no effect because only \(l=0\) contributes.

```lean
/-- Multipole expansion of `1 / ‖x - y‖` for position vectors with `‖x‖ < ‖y‖`. -/
theorem inverse_distance {E : Type*} [NormedAddCommGroup E] [InnerProductSpace ℝ E]
    {x y : E} (hxy : ‖x‖ < ‖y‖) :
    HasSum (fun l => ‖x‖ ^ l * legendreCos l (InnerProductGeometry.angle x y)
      / ‖y‖ ^ (l + 1)) (1 / ‖x - y‖) := by
  have h := multipole_expansion (norm_nonneg x) hxy (InnerProductGeometry.angle x y)
  -- law of cosines
  have e : ‖x‖ ^ 2 + ‖y‖ ^ 2 - 2 * ‖x‖ * ‖y‖ * Real.cos (InnerProductGeometry.angle x y)
      = ‖x - y‖ ^ 2 := by
    rw [norm_sub_sq_real, ← InnerProductGeometry.cos_angle_mul_norm_mul_norm x y]
    ring
  rwa [e, Real.sqrt_sq (norm_nonneg _)] at h

end

end MultipoleExpansion
```

In electronic structure and molecular simulation, this expansion underlies multipole treatments of long-range Coulomb interactions; the statements here concern one pair of point charges at unequal radii. The step to a molecule is the sum or integral over its charge distribution. Where electron densities interpenetrate, some pairs have their radii in the opposite order, and the roles of \(a\) and \(b\) must be exchanged for those pairs.

```lean
#print axioms MultipoleExpansion.legendreCos_one_two
-- 'MultipoleExpansion.legendreCos_one_two' depends on axioms: [propext, Classical.choice, Quot.sound]
#print axioms MultipoleExpansion.multipole_expansion
-- 'MultipoleExpansion.multipole_expansion' depends on axioms: [propext, Classical.choice, Quot.sound]
#print axioms MultipoleExpansion.truncation_error
-- 'MultipoleExpansion.truncation_error' depends on axioms: [propext, Classical.choice, Quot.sound]
#print axioms MultipoleExpansion.inverse_distance
-- 'MultipoleExpansion.inverse_distance' depends on axioms: [propext, Classical.choice, Quot.sound]
```
